# Permuting three tensor factors commutes with applying the same matrix to each

The lemma `slotPerm_comm` says that, for three copies of a system with a finite basis, permuting the copies and applying the same linear map to each can be done in either order. In matrix terms, the permutation matrix of any `σ` in `Equiv.Perm (Fin 3)` commutes with M ⊗ M ⊗ M. Here M is any complex square matrix, not necessarily unitary or Hermitian. The proof compares entries: the permutation acts on the row triple on one side and, inversely, on the column triple on the other, and the two resulting products of three factors should agree after reindexing by `σ`.

An attempt in Lean 4 with a fault in it:

```lean
import Mathlib

open Matrix

namespace LandauCubic

variable (n : Type*) [Fintype n] [DecidableEq n]

/-- The matrix on triples of indices that permutes the three tensor slots by `σ`. -/
def slotPerm (σ : Equiv.Perm (Fin 3)) : Matrix (Fin 3 → n) (Fin 3 → n) ℂ :=
  Matrix.of fun a b => if a ∘ σ = b then 1 else 0

variable {n}

/-- The threefold tensor power `M ⊗ M ⊗ M` as a matrix on triples of indices. -/
def tensorCube (M : Matrix n n ℂ) : Matrix (Fin 3 → n) (Fin 3 → n) ℂ :=
  Matrix.of fun a b => ∏ i, M (a i) (b i)

/-- Multiplying by a slot permutation from the left permutes the row triple. -/
theorem slotPerm_mul_apply (σ : Equiv.Perm (Fin 3))
    (A : Matrix (Fin 3 → n) (Fin 3 → n) ℂ) (a c : Fin 3 → n) :
    (slotPerm n σ * A) a c = A (a ∘ σ) c := by
  simp [slotPerm, Matrix.mul_apply]

/-- Transforming all three slots by the same matrix commutes with permuting the slots. -/
theorem slotPerm_comm (σ : Equiv.Perm (Fin 3)) (M : Matrix n n ℂ) :
    slotPerm n σ * tensorCube M = tensorCube M * slotPerm n σ := by
  ext a c
  have h : ∀ b : Fin 3 → n, b ∘ σ = c ↔ b = c ∘ σ.symm := fun b =>
    (Equiv.eq_comp_symm σ b c).symm
  have hr : (tensorCube M * slotPerm n σ) a c = tensorCube M a (c ∘ σ.symm) := by
    simp [slotPerm, Matrix.mul_apply, h]
  rw [slotPerm_mul_apply, hr]
  exact Fintype.prod_equiv σ _ _ fun i => by simp

end LandauCubic
```

Messages:

```
Main.lean:34:45: error: `simp` made no progress
Main.lean:34:2: error: Type mismatch
  Fintype.prod_equiv σ ?m.81 ?m.82 fun i => ?m.84
has type
  ∏ x, ?m.81 x = ∏ x, ?m.82 x
but is expected to have type
  tensorCube M (a ∘ ⇑σ) c = tensorCube M a (c ∘ ⇑(Equiv.symm σ))
```

The change, after which it compiles:

```diff
@@ -32,4 +32,5 @@
     simp [slotPerm, Matrix.mul_apply, h]
   rw [slotPerm_mul_apply, hr]
+  change ∏ i, M (a (σ i)) (c i) = ∏ i, M (a i) (c (σ.symm i))
   exact Fintype.prod_equiv σ _ _ fun i => by simp
 
```

Diagnosis. The type mismatch is in the last step. `Fintype.prod_equiv` proves an equality of two products, but the goal is written with entries of `tensorCube M`, whose products are hidden in the definition. Lean had to match those entries against products with unknown factors, `?m.81` and `?m.82`, and did not manage it. The messages do not show where the matching stopped.

The `simp` error has the same root. Its task was to show that corresponding factors agree, but with both factor functions still unknown it had nothing to simplify.

The added `change` restates the goal as an explicit equality of products, which Lean accepts because the two forms are equal by definition. `Fintype.prod_equiv` can now read off both factor functions. What remains for `simp` is that `M (a (σ i)) (c i)` equals `M (a (σ i)) (c (σ.symm (σ i)))`, which holds because `σ.symm` undoes `σ`. The final line itself is unchanged.
